# Free strain renormalizes the quartic Landau coefficient of a ferroelectric cell and can remove its energy minimum

Suppose the double well of a ferroelectric has been computed with the unit cell held fixed at the shape it has without polarization, and its depth is then used for a sample that is free to deform. If the polarization exerts a stress on the cell, that depth is too small. It can be worse: a model with a perfectly good minimum at fixed cell may have no lowest energy at all once the cell is released. A minimizer started from a polarized state of such a model can lower the energy without end, although nothing in the fixed-cell data looked wrong. In the model below, which is of fourth order in the polarization, quadratic in the strain and has a coupling linear in the strain, one number decides between the two cases.

## Polarization coupled to strain

Let P be the polarization along one fixed axis, a real number, and let u be the vector of strain components, for instance the six independent strains of a crystal. Write ⟨x,y⟩ for the sum of the products xᵢyᵢ. The energy of the cell, per unit of its undeformed volume, is

E(P,u) = −aP²/2 + bP⁴/4 + ⟨u,Ku⟩/2 − P²⟨g,u⟩.

The first two terms are the Landau energy at zero strain. A positive a means that the unpolarized state is unstable, and a positive b stops the growth of P when the cell is clamped. The matrix K holds the elastic stiffness. It is real, symmetric and positive definite, which says that every nonzero strain of the unpolarized crystal costs energy. The vector g is the electrostrictive coupling: a polarization P exerts the stress P²g on the lattice, whichever sign P has.

## Clamped and relaxed minima

Define the renormalized quartic coefficient

B = b − 2⟨g,K⁻¹g⟩.

- If a > 0 and B > 0, the minimum of E over all P and u is −a²/(4B). It is reached exactly where P² = a/B and u = P²K⁻¹g.
- If a > 0 and B ≤ 0, E is unbounded below.
- If a, b > 0 and the strain is clamped at u = 0, the minimum over P is −a²/(4b).

For this uniform, one-component, fourth-order model, the result tells a simulator how far a fixed-cell well depth is from the relaxed one: the depth grows by the factor b/B as long as B is positive.

## Completing two squares

Put s = K⁻¹g, so that Ks = g, and let w = u − P²s be the deviation of the strain from P²s. Since K is symmetric, ⟨s,Ku⟩ = ⟨Ks,u⟩ = ⟨g,u⟩. Hence

⟨w,Kw⟩ = ⟨u,Ku⟩ − P²⟨u,Ks⟩ − P²⟨s,Ku⟩ + P⁴⟨s,Ks⟩

= ⟨u,Ku⟩ − 2P²⟨g,u⟩ + P⁴⟨g,s⟩.

Half of this contains the elastic and coupling terms of E, together with P⁴⟨g,s⟩/2. Moving that last term to the other side gives

E(P,u) = −aP²/2 + (b − 2⟨g,s⟩)P⁴/4 + ⟨w,Kw⟩/2,

and the bracket is B. The strain has turned the quartic coefficient b into B and left behind an elastic term that is never negative and vanishes only at w = 0.

Let B > 0. Expanding the square confirms that

−aP²/2 + BP⁴/4 = −a²/(4B) + (B/4)(P² − a/B)².

So E is −a²/(4B) plus two nonnegative terms. It equals −a²/(4B) exactly when both vanish, that is, when P² = a/B and u = P²s. For a > 0 such a P exists, namely P = ±√(a/B), and the value is the minimum.

Let B ≤ 0 and a > 0. Along the relaxed strain u = P²s the elastic term is zero, and

E(P,P²s) = −aP²/2 + BP⁴/4 ≤ −aP²/2.

Given any proposed lower bound m, choose P with P² = 2(|m| + 1)/a. Then E ≤ −|m| − 1 < m, so m is not a lower bound.

Clamping sets u = 0, which removes the elastic and coupling terms. The same square with b in place of B gives −a²/(4b), reached at P² = a/b.

If g ≠ 0, then ⟨g,K⁻¹g⟩ > 0, because the inverse of a positive definite matrix is positive definite. So B < b, and for a > 0 and B > 0 the relaxed minimum is strictly deeper than the clamped one.

Here is a cell that is stable only while clamped. Take two strains, a = b = 1, K the identity and g = (1,0). Then B = 1 − 2 = −1. The clamped minimum is −1/4, but along u = (P²,0) the energy is −P²/2 − P⁴/4, which has no lower bound.

## The same claims in Lean

The strain components are labelled by an arbitrary finite type `n`, and a strain is a function `u : n → ℝ`. The expression `u ⬝ᵥ K *ᵥ u` is ⟨u,Ku⟩. The function `energy a b K g P u` is E(P,u), with the factors 1/2 and 1/4 and the sign of the coupling as above. `relaxedQuartic b K g` is B, and `relaxedStrain K g P` is P²K⁻¹g. The hypothesis `K.PosDef` includes the symmetry of K.

In `relaxed_minimum`, the set `Set.range fun x : ℝ × (n → ℝ) => ...` collects the energies of all pairs, with `x.1` as P and `x.2` as u. `IsLeast` says that the given number belongs to this set and lies below every other member, so the minimum is attained and is not merely an infimum. `energy_eq_minimum_iff` identifies the minimizers. In `relaxed_unbounded`, `¬ BddBelow` says that no real number lies below all energies.

The relaxed theorems make no separate assumption on b. When B > 0, b is positive automatically, since b ≥ B. In turn, `clamped_minimum` accepts any matrix K, because no elastic energy is stored at zero strain. The condition a > 0 in `relaxed_minimum` rules out negative a, for which the minimum at B > 0 is 0 and not −a²/(4B).

The model has one uniform polarization component, linear elasticity and no applied or depolarizing field. Its coefficients are given numbers, not derived from an electronic Hamiltonian. Unboundedness at B ≤ 0 is a property of the fourth-order energy; in a real crystal, terms of higher order take over at large P.

## The complete file

```lean
import Mathlib

open Matrix

namespace FerroelectricClamping

noncomputable section

variable {n : Type*} [Fintype n] [DecidableEq n]

/-- The Landau energy of a polarization `P` with quadratic coefficient `-a` and quartic coefficient
`β`, in the convention `-aP²/2 + βP⁴/4`. -/
def landau (a β P : ℝ) : ℝ := -a * P ^ 2 / 2 + β * P ^ 4 / 4

/-- The energy of a ferroelectric cell with polarization `P` and strain `u`: Landau energy,
elastic energy with stiffness `K`, and electrostrictive coupling `g`. -/
def energy (a b : ℝ) (K : Matrix n n ℝ) (g : n → ℝ) (P : ℝ) (u : n → ℝ) : ℝ :=
  landau a b P + (u ⬝ᵥ K *ᵥ u) / 2 - P ^ 2 * (g ⬝ᵥ u)

/-- The quartic coefficient `B = b - 2⟨g, K⁻¹ g⟩` renormalized by the strain, for an
invertible stiffness `K`. -/
def relaxedQuartic (b : ℝ) (K : Matrix n n ℝ) (g : n → ℝ) : ℝ :=
  b - 2 * (g ⬝ᵥ K⁻¹ *ᵥ g)

/-- The spontaneous strain `P² K⁻¹ g` that accompanies a polarization `P`, for an
invertible stiffness `K`. -/
def relaxedStrain (K : Matrix n n ℝ) (g : n → ℝ) (P : ℝ) : n → ℝ :=
  P ^ 2 • (K⁻¹ *ᵥ g)

omit [DecidableEq n] in
/-- For a positive definite stiffness, every nonzero strain costs elastic energy. -/
theorem elastic_pos {K : Matrix n n ℝ} (hK : K.PosDef) {w : n → ℝ} (hw : w ≠ 0) :
    0 < w ⬝ᵥ K *ᵥ w := by
  simpa only [star_trivial] using hK.dotProduct_mulVec_pos hw

omit [DecidableEq n] in
/-- For a positive definite stiffness, the elastic energy is never negative. -/
theorem elastic_nonneg {K : Matrix n n ℝ} (hK : K.PosDef) (w : n → ℝ) :
    0 ≤ w ⬝ᵥ K *ᵥ w := by
  by_cases hw : w = 0
  · simp [hw]
  · exact (elastic_pos hK hw).le

/-- For a nonzero quartic coefficient, the Landau energy is a constant plus a square in `P²`. -/
theorem landau_eq_square (a P : ℝ) {β : ℝ} (hβ : β ≠ 0) :
    landau a β P = -a ^ 2 / (4 * β) + β / 4 * (P ^ 2 - a / β) ^ 2 := by
  unfold landau
  field_simp
  ring

/-- For a positive definite stiffness, the cell energy is a Landau energy with the renormalized
quartic coefficient plus the elastic energy of the deviation from the spontaneous strain. -/
theorem energy_eq_relaxed (a b : ℝ) {K : Matrix n n ℝ} (hK : K.PosDef) (g : n → ℝ)
    (P : ℝ) (u : n → ℝ) :
    energy a b K g P u = landau a (relaxedQuartic b K g) P +
      ((u - relaxedStrain K g P) ⬝ᵥ K *ᵥ (u - relaxedStrain K g P)) / 2 := by
  have hT : Kᵀ = K := by
    ext i j
    simpa only [star_trivial, Matrix.transpose_apply] using hK.isHermitian.apply i j
  have hdet : IsUnit K.det := isUnit_iff_ne_zero.mpr hK.det_pos.ne'
  obtain ⟨s, hsdef⟩ : ∃ s, s = K⁻¹ *ᵥ g := ⟨_, rfl⟩
  -- `s` is the strain response: it balances the electrostrictive stress `g`
  have hs : K *ᵥ s = g := by
    rw [hsdef, Matrix.mulVec_mulVec, Matrix.mul_nonsing_inv K hdet, Matrix.one_mulVec]
  have hsu : s ⬝ᵥ K *ᵥ u = g ⬝ᵥ u := by
    rw [Matrix.dotProduct_mulVec, ← Matrix.mulVec_transpose, hT, hs]
  have hexp : (u - P ^ 2 • s) ⬝ᵥ K *ᵥ (u - P ^ 2 • s) =
      u ⬝ᵥ K *ᵥ u - 2 * P ^ 2 * (g ⬝ᵥ u) + P ^ 4 * (g ⬝ᵥ s) := by
    rw [Matrix.mulVec_sub, Matrix.mulVec_smul, hs]
    simp only [sub_dotProduct, dotProduct_sub, smul_dotProduct, dotProduct_smul,
      smul_eq_mul, hsu]
    rw [dotProduct_comm u g, dotProduct_comm s g]
    ring
  unfold energy relaxedQuartic relaxedStrain landau
  rw [← hsdef, hexp]
  ring

/-- For a positive definite stiffness and `B > 0`, the energy equals `-a²/(4B)` exactly when
`P² = a/B` and the strain is the spontaneous strain. -/
theorem energy_eq_minimum_iff (a b : ℝ) {K : Matrix n n ℝ} (hK : K.PosDef) (g : n → ℝ)
    (hB : 0 < relaxedQuartic b K g) (P : ℝ) (u : n → ℝ) :
    energy a b K g P u = -a ^ 2 / (4 * relaxedQuartic b K g) ↔
      P ^ 2 = a / relaxedQuartic b K g ∧ u = relaxedStrain K g P := by
  rw [energy_eq_relaxed a b hK, landau_eq_square a P hB.ne']
  constructor
  · intro h
    -- two nonnegative terms add up to zero, so both vanish
    have h1 := elastic_nonneg hK (u - relaxedStrain K g P)
    have h2 : 0 ≤ relaxedQuartic b K g / 4 * (P ^ 2 - a / relaxedQuartic b K g) ^ 2 :=
      mul_nonneg (by linarith) (sq_nonneg _)
    constructor
    · have h3 : relaxedQuartic b K g / 4 * (P ^ 2 - a / relaxedQuartic b K g) ^ 2 = 0 := by
        linarith
      rcases mul_eq_zero.mp h3 with h4 | h4
      · linarith
      · exact sub_eq_zero.mp (pow_eq_zero_iff two_ne_zero |>.mp h4)
    · by_contra hu
      have h5 := elastic_pos hK (sub_ne_zero.mpr hu)
      linarith
  · rintro ⟨hP, hu⟩
    rw [hu, hP]
    simp

/-- Relaxed cell: for `a > 0`, a positive definite stiffness and `B > 0`, the minimum of the
energy over all polarizations and strains is `-a²/(4B)`. -/
theorem relaxed_minimum {a b : ℝ} (ha : 0 < a) {K : Matrix n n ℝ} (hK : K.PosDef)
    (g : n → ℝ) (hB : 0 < relaxedQuartic b K g) :
    IsLeast (Set.range fun x : ℝ × (n → ℝ) => energy a b K g x.1 x.2)
      (-a ^ 2 / (4 * relaxedQuartic b K g)) := by
  constructor
  · refine ⟨(√(a / relaxedQuartic b K g),
      relaxedStrain K g √(a / relaxedQuartic b K g)), ?_⟩
    exact (energy_eq_minimum_iff a b hK g hB _ _).mpr
      ⟨Real.sq_sqrt (div_pos ha hB).le, rfl⟩
  · rintro _ ⟨⟨P, u⟩, rfl⟩
    change _ ≤ energy a b K g P u
    rw [energy_eq_relaxed a b hK, landau_eq_square a P hB.ne']
    have h1 := elastic_nonneg hK (u - relaxedStrain K g P)
    have h2 : 0 ≤ relaxedQuartic b K g / 4 * (P ^ 2 - a / relaxedQuartic b K g) ^ 2 :=
      mul_nonneg (by linarith) (sq_nonneg _)
    linarith

/-- For `a > 0`, a positive definite stiffness and `B ≤ 0`, the energy of the relaxed cell is
unbounded below. -/
theorem relaxed_unbounded {a b : ℝ} (ha : 0 < a) {K : Matrix n n ℝ} (hK : K.PosDef)
    (g : n → ℝ) (hB : relaxedQuartic b K g ≤ 0) :
    ¬ BddBelow (Set.range fun x : ℝ × (n → ℝ) => energy a b K g x.1 x.2) := by
  rintro ⟨m, hm⟩
  -- follow the spontaneous strain to a large enough polarization
  obtain ⟨P, hP⟩ : ∃ P : ℝ, P ^ 2 = 2 * (|m| + 1) / a :=
    ⟨√(2 * (|m| + 1) / a), Real.sq_sqrt (by positivity)⟩
  have h1 : m ≤ energy a b K g P (relaxedStrain K g P) :=
    hm ⟨(P, relaxedStrain K g P), rfl⟩
  rw [energy_eq_relaxed a b hK, sub_self, zero_dotProduct] at h1
  unfold landau at h1
  have h2 : a * P ^ 2 = 2 * (|m| + 1) := by
    rw [hP]
    field_simp
  have h3 : relaxedQuartic b K g * P ^ 4 ≤ 0 :=
    mul_nonpos_of_nonpos_of_nonneg hB (by positivity)
  have h4 := neg_abs_le m
  linarith

omit [DecidableEq n] in
/-- Clamped cell: for `a, b > 0` and strain held at zero, the minimum of the energy over all
polarizations is `-a²/(4b)`. -/
theorem clamped_minimum {a b : ℝ} (ha : 0 < a) (hb : 0 < b) (K : Matrix n n ℝ)
    (g : n → ℝ) :
    IsLeast (Set.range fun P : ℝ => energy a b K g P 0) (-a ^ 2 / (4 * b)) := by
  have h0 : ∀ P : ℝ, energy a b K g P 0 =
      -a ^ 2 / (4 * b) + b / 4 * (P ^ 2 - a / b) ^ 2 := by
    intro P
    rw [← landau_eq_square a P hb.ne']
    simp [energy]
  constructor
  · refine ⟨√(a / b), ?_⟩
    change energy a b K g √(a / b) 0 = _
    rw [h0, Real.sq_sqrt (div_pos ha hb).le]
    simp
  · rintro _ ⟨P, rfl⟩
    change _ ≤ energy a b K g P 0
    rw [h0]
    have h2 : 0 ≤ b / 4 * (P ^ 2 - a / b) ^ 2 := by positivity
    linarith

/-- For `a > 0`, a positive definite stiffness, nonzero coupling and `B > 0`, the value
`-a²/(4B)` lies strictly below the clamped value `-a²/(4b)`. -/
theorem relaxed_lt_clamped {a b : ℝ} (ha : 0 < a) {K : Matrix n n ℝ} (hK : K.PosDef)
    {g : n → ℝ} (hg : g ≠ 0) (hB : 0 < relaxedQuartic b K g) :
    -a ^ 2 / (4 * relaxedQuartic b K g) < -a ^ 2 / (4 * b) := by
  have h1 : 0 < g ⬝ᵥ K⁻¹ *ᵥ g := elastic_pos hK.inv hg
  have h2 : relaxedQuartic b K g < b := by
    unfold relaxedQuartic
    linarith
  rw [neg_div, neg_div]
  exact neg_lt_neg (div_lt_div_of_pos_left (by positivity) (by linarith) (by linarith))

/-- A cell with two strains, `a = b = 1`, unit stiffness and coupling `(1, 0)` has clamped
minimum `-1/4`, while its energy with free strain is unbounded below. -/
theorem clamped_stable_relaxed_unstable :
    IsLeast (Set.range fun P : ℝ =>
      energy 1 1 (1 : Matrix (Fin 2) (Fin 2) ℝ) ![1, 0] P 0) (-1 / 4) ∧
    ¬ BddBelow (Set.range fun x : ℝ × (Fin 2 → ℝ) =>
      energy 1 1 (1 : Matrix (Fin 2) (Fin 2) ℝ) ![1, 0] x.1 x.2) := by
  constructor
  · have h := clamped_minimum (a := 1) (b := 1) one_pos one_pos
      (1 : Matrix (Fin 2) (Fin 2) ℝ) ![1, 0]
    have e : (-1 ^ 2 / (4 * 1) : ℝ) = -1 / 4 := by norm_num
    rwa [e] at h
  · apply relaxed_unbounded one_pos Matrix.PosDef.one
    norm_num [relaxedQuartic, dotProduct, Fin.sum_univ_two]

end

end FerroelectricClamping
```

```lean
#print axioms FerroelectricClamping.energy_eq_relaxed
-- 'FerroelectricClamping.energy_eq_relaxed' depends on axioms: [propext, Classical.choice, Quot.sound]
#print axioms FerroelectricClamping.relaxed_minimum
-- 'FerroelectricClamping.relaxed_minimum' depends on axioms: [propext, Classical.choice, Quot.sound]
#print axioms FerroelectricClamping.relaxed_lt_clamped
-- 'FerroelectricClamping.relaxed_lt_clamped' depends on axioms: [propext, Classical.choice, Quot.sound]
#print axioms FerroelectricClamping.clamped_stable_relaxed_unstable
-- 'FerroelectricClamping.clamped_stable_relaxed_unstable' depends on axioms: [propext, Classical.choice, Quot.sound]
```

## From the squares to the theorems

`elastic_pos` and `elastic_nonneg` supply the two signs of the elastic energy: strictly positive for a nonzero strain, and nonnegative for every strain. `landau_eq_square` is the square in P². There `field_simp` clears the denominators and `ring` compares the polynomials.

`energy_eq_relaxed` is the square in the strain. Its intermediate results follow the derivation: `hT` is the symmetry of K, `hs` is Ks = g, `hsu` is ⟨s,Ku⟩ = ⟨g,u⟩, and `hexp` is the expansion of ⟨w,Kw⟩. The final `ring` collects the powers of P.

In `energy_eq_minimum_iff`, both squares are inserted first. If the energy has the minimum value, two nonnegative terms sum to zero. `linarith` deduces that the Landau square vanishes, and `mul_eq_zero` splits it into its factors; since B/4 is not zero, P² = a/B. If the strain differed from the relaxed one, `elastic_pos` would make the sum positive, a contradiction. The converse is substitution.

`relaxed_minimum` takes the point with P = √(a/B) and its relaxed strain as the witness, and gets the lower bound from the same two nonnegative terms. `relaxed_unbounded` assumes a lower bound m and evaluates the energy at the polarization chosen above; `h2` and `h3` control the quadratic and quartic terms, and `linarith` finds the contradiction. `clamped_minimum` repeats the argument for the minimum with u = 0, where `h0` is the clamped energy in squared form.

`relaxed_lt_clamped` applies `elastic_pos` to `hK.inv`, the positive definiteness of K⁻¹, to get B < b, and then compares the two fractions. It is an inequality between the two values, which the minimum theorems identify as energies of the cell. `clamped_stable_relaxed_unstable` applies the general theorems to the two-strain cell, with `norm_num` evaluating B to check its sign.

## Naming the inverse and then forgetting it

The strain square depends on K⁻¹ only through the equation Ks = g. The proof of `energy_eq_relaxed` enforces this with the line

`obtain ⟨s, hsdef⟩ : ∃ s, s = K⁻¹ *ᵥ g := ⟨_, rfl⟩`

The existence claim is trivial, since K⁻¹g itself is a witness. Its use lies in what `obtain` leaves behind: a variable `s` with no definition attached, and a separate equation `hsdef`. A `let` would keep the definition inside `s`, where tactics may unfold it. Here `s` is as opaque as `u`, and the inverse appears only where `hsdef` is invoked.

That happens twice. The first use proves `hs`, with the invertibility of K taken from its positive determinant. From there on the expansion involves only `K`, `s`, `g`, `u` and `P`. The second comes at the end, when the definitions are unfolded and `rw [← hsdef, hexp]` replaces K⁻¹g by `s` both in B and in the relaxed strain. What remains is an identity in a, b, P and the three numbers ⟨u,Ku⟩, ⟨g,u⟩ and ⟨g,s⟩, which `ring` treats as unknowns.

The polarization in `relaxed_unbounded` is introduced in the same manner. It is built as a square root, but the argument keeps only the value of P².
